# A Schwinger lower bound on the scattering length of a continuous repulsive potential of finite range

If all one knows about a repulsive potential is that its scattering length is not negative, a computed value that is positive but far too small raises no alarm. For a continuous, nonnegative potential on [0, R], the theorems below replace zero by a positive lower bound, provided that the integral of r² times the potential is positive.

In Lean 4 with Mathlib:

```lean
import Mathlib

open Set MeasureTheory

namespace SchwingerScatteringLength

noncomputable section

/-- The zero-energy radial equation `u'' = U u` on `[0, R]`, with slope `v = u'`, regular at the
origin and joined at `R` to the free wave `r - a`. If the potential vanishes beyond `R`, then `a` is
its scattering length. -/
structure ZeroEnergyWave (U u v : ℝ → ℝ) (R a : ℝ) : Prop where
  deriv_u : ∀ r ∈ Icc 0 R, HasDerivWithinAt u (v r) (Icc 0 R) r
  deriv_v : ∀ r ∈ Icc 0 R, HasDerivWithinAt v (U r * u r) (Icc 0 R) r
  u_zero : u 0 = 0
  u_R : u R = R - a
  v_R : v R = 1

/-- The source `U φ` of a trial wave `φ`, integrated from `r` out to the range `R`. -/
def tail (U φ : ℝ → ℝ) (R r : ℝ) : ℝ := ∫ s in r..R, U s * φ s

/-- The quadratic Schwinger form of a trial wave: the integral of `U φ²` plus the squared tail. -/
def schwingerForm (U φ : ℝ → ℝ) (R : ℝ) : ℝ :=
  ∫ r in (0 : ℝ)..R, (U r * φ r ^ 2 + tail U φ R r ^ 2)

/-- The first Born value `I` of the scattering length, the integral of `r² U`. -/
def bornI (U : ℝ → ℝ) (R : ℝ) : ℝ := ∫ r in (0 : ℝ)..R, r ^ 2 * U r

/-- The integral `J` over `r` of the square of `∫_r^R s U(s) ds`. -/
def bornJ (U : ℝ → ℝ) (R : ℝ) : ℝ := ∫ r in (0 : ℝ)..R, (∫ s in r..R, s * U s) ^ 2

variable {U u v φ : ℝ → ℝ} {R a : ℝ}

/-- For a continuous source, the tail is continuous on `[0, R]`. -/
theorem tail_continuousOn (hR : 0 ≤ R) (hU : ContinuousOn U (Icc 0 R))
    (hφ : ContinuousOn φ (Icc 0 R)) : ContinuousOn (tail U φ R) (Icc 0 R) := by
  have hf : ContinuousOn (fun s => U s * φ s) (Icc 0 R) := hU.mul hφ
  have h := intervalIntegral.continuousOn_primitive_interval_left (μ := volume)
    (f := fun s => U s * φ s) (a := 0) (b := R)
    (by rw [uIcc_of_le hR]; exact hf.integrableOn_Icc)
  rw [uIcc_of_le hR] at h
  exact h

/-- For a continuous potential, the scattering length is the integral of `U u² + (1 - u')²`. -/
theorem length_eq_energy (hR : 0 ≤ R) (hU : ContinuousOn U (Icc 0 R))
    (h : ZeroEnergyWave U u v R a) :
    a = ∫ r in (0 : ℝ)..R, (U r * u r ^ 2 + (1 - v r) ^ 2) := by
  have hu : ContinuousOn u (Icc 0 R) := fun r hr => (h.deriv_u r hr).continuousWithinAt
  have hv : ContinuousOn v (Icc 0 R) := fun r hr => (h.deriv_v r hr).continuousWithinAt
  -- the integrand is the derivative of `r + u u' - 2 u`
  have key := intervalIntegral.integral_eq_sub_of_hasDerivAt_of_le hR
    (f := fun r => r + u r * v r - 2 * u r)
    (f' := fun r => U r * u r ^ 2 + (1 - v r) ^ 2) (by fun_prop)
    (fun r hr => by
      have du := (h.deriv_u r (Ioo_subset_Icc_self hr)).hasDerivAt (Icc_mem_nhds hr.1 hr.2)
      have dv := (h.deriv_v r (Ioo_subset_Icc_self hr)).hasDerivAt (Icc_mem_nhds hr.1 hr.2)
      exact (((hasDerivAt_id' r).fun_add (du.fun_mul dv)).fun_sub
        (du.const_mul 2)).congr_deriv (by ring))
    (ContinuousOn.intervalIntegrable_of_Icc hR (by fun_prop))
  simp only [h.u_zero, h.u_R, h.v_R] at key
  linarith

/-- For continuous `U` and `φ`, pairing the exact wave with a trial wave `φ` in the Schwinger
form gives the overlap of `U φ` with the free wave `r`. -/
theorem cross_term (hR : 0 ≤ R) (hU : ContinuousOn U (Icc 0 R))
    (hφ : ContinuousOn φ (Icc 0 R)) (h : ZeroEnergyWave U u v R a) :
    ∫ r in (0 : ℝ)..R, (U r * u r * φ r + (1 - v r) * tail U φ R r)
      = ∫ r in (0 : ℝ)..R, r * U r * φ r := by
  have hu : ContinuousOn u (Icc 0 R) := fun r hr => (h.deriv_u r hr).continuousWithinAt
  have hv : ContinuousOn v (Icc 0 R) := fun r hr => (h.deriv_v r hr).continuousWithinAt
  have hW := tail_continuousOn hR hU hφ
  have hf : ContinuousOn (fun s => U s * φ s) (Icc 0 R) := hU.mul hφ
  have hA : IntervalIntegrable (fun r => U r * u r * φ r + (1 - v r) * tail U φ R r)
      volume 0 R := ContinuousOn.intervalIntegrable_of_Icc hR (by fun_prop)
  have hB : IntervalIntegrable (fun r => r * U r * φ r) volume 0 R :=
    ContinuousOn.intervalIntegrable_of_Icc hR (by fun_prop)
  -- integrate the derivative of `(r - u) W`, which vanishes at both ends
  have key := intervalIntegral.integral_eq_sub_of_hasDerivAt_of_le hR
    (f := fun r => (r - u r) * tail U φ R r)
    (f' := fun r => (U r * u r * φ r + (1 - v r) * tail U φ R r) - r * U r * φ r)
    (by fun_prop)
    (fun r hr => by
      have du := (h.deriv_u r (Ioo_subset_Icc_self hr)).hasDerivAt (Icc_mem_nhds hr.1 hr.2)
      have dW : HasDerivAt (tail U φ R) (-(U r * φ r)) r :=
        intervalIntegral.integral_hasDerivAt_left
          (ContinuousOn.intervalIntegrable_of_Icc hr.2.le
            (hf.mono (Icc_subset_Icc_left hr.1.le)))
          (ContinuousOn.stronglyMeasurableAtFilter isOpen_Ioo
            (hf.mono Ioo_subset_Icc_self) r hr)
          (hf.continuousAt (Icc_mem_nhds hr.1 hr.2))
      exact (((hasDerivAt_id' r).fun_sub du).fun_mul dW).congr_deriv (by ring))
    (hA.sub hB)
  have hWR : tail U φ R R = 0 := intervalIntegral.integral_same
  rw [intervalIntegral.integral_sub hA hB] at key
  simp only [h.u_zero, hWR] at key
  linarith

/-- Schwinger bound: for a continuous repulsive potential and any continuous trial wave `φ`, the
squared overlap of `U φ` with `r` is at most the scattering length times the Schwinger form. -/
theorem schwinger_bound (hR : 0 ≤ R) (hU : ContinuousOn U (Icc 0 R))
    (hpos : ∀ r ∈ Icc 0 R, 0 ≤ U r) (hφ : ContinuousOn φ (Icc 0 R))
    (h : ZeroEnergyWave U u v R a) :
    (∫ r in (0 : ℝ)..R, r * U r * φ r) ^ 2 ≤ a * schwingerForm U φ R := by
  have hu : ContinuousOn u (Icc 0 R) := fun r hr => (h.deriv_u r hr).continuousWithinAt
  have hv : ContinuousOn v (Icc 0 R) := fun r hr => (h.deriv_v r hr).continuousWithinAt
  have hW := tail_continuousOn hR hU hφ
  have hE : IntervalIntegrable (fun r => U r * u r ^ 2 + (1 - v r) ^ 2) volume 0 R :=
    ContinuousOn.intervalIntegrable_of_Icc hR (by fun_prop)
  have hC : IntervalIntegrable (fun r => U r * u r * φ r + (1 - v r) * tail U φ R r)
      volume 0 R := ContinuousOn.intervalIntegrable_of_Icc hR (by fun_prop)
  have hD : IntervalIntegrable (fun r => U r * φ r ^ 2 + tail U φ R r ^ 2) volume 0 R :=
    ContinuousOn.intervalIntegrable_of_Icc hR (by fun_prop)
  -- the form of `u - t φ` is a nonnegative quadratic in `t`
  have quad : ∀ t : ℝ, 0 ≤ schwingerForm U φ R * (t * t)
      + (-2 * ∫ r in (0 : ℝ)..R, r * U r * φ r) * t + a := by
    intro t
    have h0 : 0 ≤ ∫ r in (0 : ℝ)..R,
        (U r * (u r - t * φ r) ^ 2 + (1 - v r - t * tail U φ R r) ^ 2) :=
      intervalIntegral.integral_nonneg hR fun r hr =>
        add_nonneg (mul_nonneg (hpos r hr) (sq_nonneg _)) (sq_nonneg _)
    have e : ∀ r, U r * (u r - t * φ r) ^ 2 + (1 - v r - t * tail U φ R r) ^ 2
        = ((U r * u r ^ 2 + (1 - v r) ^ 2)
          - 2 * t * (U r * u r * φ r + (1 - v r) * tail U φ R r))
          + t ^ 2 * (U r * φ r ^ 2 + tail U φ R r ^ 2) := fun r => by ring
    simp only [e] at h0
    rw [intervalIntegral.integral_add (hE.sub (hC.const_mul (2 * t))) (hD.const_mul (t ^ 2)),
      intervalIntegral.integral_sub hE (hC.const_mul (2 * t)),
      intervalIntegral.integral_const_mul, intervalIntegral.integral_const_mul,
      ← length_eq_energy hR hU h, cross_term hR hU hφ h] at h0
    unfold schwingerForm
    linarith
  have hd := discrim_le_zero quad
  unfold discrim at hd
  linarith

/-- For a continuous potential and the exact wave as trial wave, the overlap with `r` and the
Schwinger form both equal the scattering length. -/
theorem exact_wave_values (hR : 0 ≤ R) (hU : ContinuousOn U (Icc 0 R))
    (h : ZeroEnergyWave U u v R a) :
    (∫ r in (0 : ℝ)..R, r * U r * u r) = a ∧ schwingerForm U u R = a := by
  have hu : ContinuousOn u (Icc 0 R) := fun r hr => (h.deriv_u r hr).continuousWithinAt
  have hv : ContinuousOn v (Icc 0 R) := fun r hr => (h.deriv_v r hr).continuousWithinAt
  -- the tail of the exact wave is `1 - u'`
  have ht : ∀ r ∈ Icc 0 R, tail U u R r = 1 - v r := by
    intro r hr
    have hs : Icc r R ⊆ Icc 0 R := Icc_subset_Icc_left hr.1
    have key := intervalIntegral.integral_eq_sub_of_hasDerivAt_of_le hr.2
      (f := v) (f' := fun s => U s * u s) (hv.mono hs)
      (fun s hs' => (h.deriv_v s (hs (Ioo_subset_Icc_self hs'))).hasDerivAt
        (Icc_mem_nhds (hr.1.trans_lt hs'.1) hs'.2))
      (ContinuousOn.intervalIntegrable_of_Icc hr.2 ((hU.mul hu).mono hs))
    rw [h.v_R] at key
    exact key
  constructor
  · rw [← cross_term hR hU hu h]
    refine Eq.trans (intervalIntegral.integral_congr fun r hr => ?_)
      (length_eq_energy hR hU h).symm
    rw [uIcc_of_le hR] at hr
    rw [ht r hr]
    ring
  · refine Eq.trans (intervalIntegral.integral_congr fun r hr => ?_)
      (length_eq_energy hR hU h).symm
    rw [uIcc_of_le hR] at hr
    rw [ht r hr]

/-- For a continuous repulsive potential, the free trial wave `φ = r` gives `I² ≤ a (I + J)`. -/
theorem born_bound (hR : 0 ≤ R) (hU : ContinuousOn U (Icc 0 R))
    (hpos : ∀ r ∈ Icc 0 R, 0 ≤ U r) (h : ZeroEnergyWave U u v R a) :
    bornI U R ^ 2 ≤ a * (bornI U R + bornJ U R) := by
  have ht : tail U (fun s => s) R = fun r => ∫ s in r..R, s * U s := by
    funext r
    unfold tail
    congr 1
    funext s
    exact mul_comm _ _
  have hT := tail_continuousOn hR hU (φ := fun s => s) continuousOn_id
  have h1 : IntervalIntegrable (fun r => r ^ 2 * U r) volume 0 R :=
    ContinuousOn.intervalIntegrable_of_Icc hR (by fun_prop)
  rw [ht] at hT
  have h2 : IntervalIntegrable (fun r => (∫ s in r..R, s * U s) ^ 2) volume 0 R :=
    ContinuousOn.intervalIntegrable_of_Icc hR (hT.pow 2)
  have e1 : (∫ r in (0 : ℝ)..R, r * U r * r) = bornI U R := by
    unfold bornI
    congr 1
    funext r
    ring
  have e2 : schwingerForm U (fun s => s) R = bornI U R + bornJ U R := by
    unfold schwingerForm bornI bornJ
    rw [← intervalIntegral.integral_add h1 h2, ht]
    congr 1
    funext r
    ring
  have hb := schwinger_bound hR hU hpos (φ := fun s => s) continuousOn_id h
  rw [e2] at hb
  rwa [e1] at hb

/-- For a continuous repulsive potential with `I > 0`, the scattering length is at least the
strictly positive number `I² / (I + J)`. -/
theorem born_quotient_bound (hR : 0 ≤ R) (hU : ContinuousOn U (Icc 0 R))
    (hpos : ∀ r ∈ Icc 0 R, 0 ≤ U r) (h : ZeroEnergyWave U u v R a) (hI : 0 < bornI U R) :
    0 < bornI U R ^ 2 / (bornI U R + bornJ U R) ∧
      bornI U R ^ 2 / (bornI U R + bornJ U R) ≤ a := by
  have hJ : 0 ≤ bornJ U R := intervalIntegral.integral_nonneg hR fun r _ => sq_nonneg _
  have hIJ : 0 < bornI U R + bornJ U R := by linarith
  exact ⟨div_pos (pow_pos hI 2) hIJ, (div_le_iff₀ hIJ).2 (born_bound hR hU hpos h)⟩

/-- For `U = 1` on `[0, R]`, the wave `sinh r / cosh R` with slope `cosh r / cosh R` satisfies
`ZeroEnergyWave` with `a = R - sinh R / cosh R`. -/
theorem zeroEnergyWave_witness (R : ℝ) :
    ZeroEnergyWave (fun _ => 1) (fun r => Real.sinh r / Real.cosh R)
      (fun r => Real.cosh r / Real.cosh R) R (R - Real.sinh R / Real.cosh R) where
  deriv_u r _ := ((Real.hasDerivAt_sinh r).div_const _).hasDerivWithinAt
  deriv_v r _ := (((Real.hasDerivAt_cosh r).div_const _).congr_deriv
    (one_mul _).symm).hasDerivWithinAt
  u_zero := by simp
  u_R := by ring
  v_R := div_self (Real.cosh_pos R).ne'

end

end SchwingerScatteringLength
```

```lean
#print axioms SchwingerScatteringLength.schwinger_bound
-- 'SchwingerScatteringLength.schwinger_bound' depends on axioms: [propext, Classical.choice, Quot.sound]
#print axioms SchwingerScatteringLength.exact_wave_values
-- 'SchwingerScatteringLength.exact_wave_values' depends on axioms: [propext, Classical.choice, Quot.sound]
#print axioms SchwingerScatteringLength.born_quotient_bound
-- 'SchwingerScatteringLength.born_quotient_bound' depends on axioms: [propext, Classical.choice, Quot.sound]
```

## The bound and its trial wave

Let U be the potential, a the scattering length, and

I = ∫₀ᴿ r²U dr,  J = ∫₀ᴿ (∫ᵣᴿ sU(s) ds)² dr.

`born_bound` states I² ≤ a(I + J). If I > 0, `born_quotient_bound` gives

0 < I²/(I + J) ≤ a.

Both follow from `schwinger_bound`, which allows any trial wave φ continuous on [0, R]. With the tail W(r) = ∫ᵣᴿ Uφ ds, it reads

(∫₀ᴿ rUφ dr)² ≤ a ∫₀ᴿ (Uφ² + W²) dr.

The trial wave need not satisfy any boundary condition. In the code W is `tail`, the integral on the right is `schwingerForm`, and I and J are `bornI` and `bornJ`. Textbooks usually write the W² term as a double integral with the Green's function min(r, s).

## Zero-energy scattering in the s-wave

Two particles of reduced mass m interact through V(r), and U = 2mV/ħ². At zero energy the radial function u, which is r times the s-wave function, obeys u″ = Uu. The structure `ZeroEnergyWave` writes this as u′ = v, v′ = Uu, with one-sided derivatives at the ends of [0, R]. The condition u(0) = 0 expresses regularity at the origin. The conditions u(R) = R − a and v(R) = 1 join u to the free wave r − a, which fixes both the normalisation and the sign convention: repulsion gives a ≥ 0.

The structure says nothing about r > R. Reading a as the physical scattering length requires that the potential vanish there. The wave u is assumed to exist; `zeroEnergyWave_witness` supplies one for U = 1. Hard cores and potentials singular at the origin are excluded by continuity.

For two-body s-wave scattering by such a finite-range repulsion, I²/(I + J) gives a floor against which a numerical scattering length can be compared without solving the radial equation.

## From two integrated derivatives to a discriminant

**The scattering length as an integral.** By the radial equation,

(r + uv − 2u)′ = 1 + v² + Uu² − 2v = Uu² + (1 − v)².

The function on the left is 0 at r = 0 and R + (R − a) − 2(R − a) = a at r = R. Hence

a = ∫₀ᴿ (Uu² + (1 − v)²) dr.

This is `length_eq_energy`. The fundamental theorem of calculus supplies the integral, and `ring` checks the derivative.

**The cross term.** Since W′ = −Uφ,

((r − u)W)′ = Uuφ + (1 − v)W − rUφ.

The product vanishes at 0 because u(0) = 0, and at R because W(R) = 0. Integration gives `cross_term`:

∫₀ᴿ (Uuφ + (1 − v)W) dr = ∫₀ᴿ rUφ dr.

**The quadratic.** Call the right-hand side N, and let S = ∫₀ᴿ (Uφ² + W²) dr. Since U ≥ 0, for every real t

0 ≤ ∫₀ᴿ [U(u − tφ)² + (1 − v − tW)²] dr = a − 2tN + t²S.

The step `quad` proves this by expanding the square and inserting the two identities. A quadratic that is nowhere negative has discriminant 4N² − 4aS ≤ 0, so N² ≤ aS; `discrim_le_zero` also handles S = 0.

**The free wave.** For φ = r, N = I and S = I + J. Since J ≥ 0, I > 0 allows division by I + J.

**The exact wave.** For φ = u, integrating v′ = Uu from r to R gives W = 1 − v. Both N and S then equal a, as `exact_wave_values` states, and the Schwinger bound becomes an equality.

## A constant barrier of short range

For U = 1, the witness has a = R − tanh R, while I = R³/3 and J = 2R⁵/15. Expanding for small R gives

a = R³/3 − 2R⁵/15 + 17R⁷/315 − …

I²/(I + J) = R³/3 − 2R⁵/15 + 4R⁷/75 − …

The bound and the scattering length first differ at order R⁷. At R = 0 itself, the boundary conditions force a = 0, and `born_bound` reads 0 ≤ 0.
